# The lowest band of a finite-range Hermitian Bloch matrix is 2π-periodic and Lipschitz in k

Suppose the lowest band of a crystal has been computed on a mesh of wave numbers. Without a bound on how fast the band varies, those values do not limit the energies in between, and a narrow dip may hide between two mesh points. For a one-dimensional chain with finitely many hopping matrices $h_R$ satisfying $h_{-R}=h_R^\dagger$, the lowest band $\varepsilon(k)$ obeys

$$|\varepsilon(k)-\varepsilon(q)|\le L\,|k-q|,\qquad L=\sum_R |R|\,\|h_R\|,\qquad \varepsilon(k+2\pi)=\varepsilon(k).$$

Here $\|h_R\|$ is the largest singular value of $h_R$, and $k$ is the wave number times the lattice constant. On a mesh of spacing $\delta$ over one period, the smallest computed value therefore exceeds the true band minimum by at most $L\delta/2$. This applies to non-interacting tight-binding models, including Wannier-interpolated ones, with finite range and finitely many orthonormal orbitals per cell.

## The Bloch sum and its lowest energy

The integer $R$ counts lattice cells, $k$ is real and dimensionless (the lattice constant is one), and

$$H(k)=\sum_{R\in S}e^{ikR}h_R .$$

That the Hamiltonian of the infinite chain splits into these blocks $H(k)$ is Bloch's theorem, which is taken here as the starting point.

In Lean 4 with Mathlib:

```lean
import Mathlib

open Complex

namespace LowestBandLipschitz

noncomputable section

/-- The Bloch sum `H(k) = ∑ R, exp(i k R) h_R` over a finite set `S` of lattice translations;
the coefficients may be matrices or operators. -/
def bloch {M : Type*} [AddCommMonoid M] [Module ℂ M] (S : Finset ℤ) (h : ℤ → M) (k : ℝ) : M :=
  ∑ R ∈ S, Complex.exp (((k * (R : ℝ) : ℝ) : ℂ) * I) • h R
```

The coefficients in `bloch` may be matrices or operators. The proof works with operators on a complex inner product space `E` and returns to matrices at the end. `energies A` is the set of real eigenvalues with nonzero eigenvectors, and `lowestEnergy A` is its infimum.

```lean
variable {E : Type*} [NormedAddCommGroup E] [InnerProductSpace ℂ E]

/-- The real eigenvalues of an operator. -/
def energies (A : E →L[ℂ] E) : Set ℝ := {e | ∃ v : E, v ≠ 0 ∧ A v = (e : ℂ) • v}

/-- The infimum of the real eigenvalues of an operator, meant for self-adjoint operators on a
nonzero finite-dimensional space. -/
def lowestEnergy (A : E →L[ℂ] E) : ℝ := sInf (energies A)
```

The Cauchy–Schwarz inequality bounds expectation values for any vector $x$, normalised or not: $|\mathrm{Re}\langle x|A x\rangle|\le\|x\|\,\|Ax\|\le\|A\|\,\|x\|^2$.

```lean
/-- The real part of an expectation value is bounded by the operator norm times the squared
norm of the state. -/
theorem abs_expectation_le (A : E →L[ℂ] E) (x : E) :
    |(inner ℂ x (A x)).re| ≤ ‖A‖ * ‖x‖ ^ 2 := by
  calc |(inner ℂ x (A x)).re| ≤ ‖inner ℂ x (A x)‖ := Complex.abs_re_le_norm _
    _ ≤ ‖x‖ * ‖A x‖ := norm_inner_le_norm _ _
    _ ≤ ‖x‖ * (‖A‖ * ‖x‖) := mul_le_mul_of_nonneg_left (A.le_opNorm x) (norm_nonneg _)
    _ = ‖A‖ * ‖x‖ ^ 2 := by ring
```

## Finitely many hopping matrices

The finite set `S` says that hopping has finite range, which makes $L$ a finite number. By hand, start from

$$|e^{ia}-e^{ib}|^2=2-2\cos(a-b)\le(a-b)^2,$$

which follows from $\cos x\ge 1-x^2/2$. With $a=kR$ and $b=qR$, the triangle inequality gives

$$\|H(k)-H(q)\|\le\sum_{R\in S}|e^{ikR}-e^{iqR}|\,\|h_R\|\le L\,|k-q|.$$

In the proof, `phase` is the first inequality, obtained from the real and imaginary parts, and `norm_sum_le` is the triangle inequality.

```lean
/-- Two Bloch sums differ in operator norm by at most `∑ R, |R| ‖h_R‖` times the distance
of their wave numbers. -/
theorem bloch_lipschitz (S : Finset ℤ) (h : ℤ → E →L[ℂ] E) (k q : ℝ) :
    ‖bloch S h k - bloch S h q‖ ≤ (∑ R ∈ S, |(R : ℝ)| * ‖h R‖) * |k - q| := by
  -- a chord of the unit circle is no longer than its arc
  have phase : ∀ a b : ℝ, ‖Complex.exp ((a : ℂ) * I) - Complex.exp ((b : ℂ) * I)‖ ≤ |a - b| := by
    intro a b
    apply (sq_le_sq₀ (norm_nonneg _) (abs_nonneg _)).1
    rw [Complex.sq_norm, Complex.normSq_apply, Complex.sub_re, Complex.sub_im,
      Complex.exp_ofReal_mul_I_re, Complex.exp_ofReal_mul_I_re,
      Complex.exp_ofReal_mul_I_im, Complex.exp_ofReal_mul_I_im, sq_abs]
    have h1 := Real.one_sub_sq_div_two_le_cos (x := a - b)
    rw [Real.cos_sub] at h1
    nlinarith [Real.sin_sq_add_cos_sq a, Real.sin_sq_add_cos_sq b]
  unfold bloch
  rw [← Finset.sum_sub_distrib, Finset.sum_mul]
  refine (norm_sum_le _ _).trans (Finset.sum_le_sum fun R _ => ?_)
  rw [← sub_smul, norm_smul]
  refine (mul_le_mul_of_nonneg_right (phase _ _) (norm_nonneg _)).trans (le_of_eq ?_)
  rw [← sub_mul, abs_mul]
  ring
```

For infinite range, absolute summability of the $h_R$ is not enough. One orbital with $h_R=|R|^{-3/2}$ for $R\neq0$ has a band that falls away from $k=0$ like $\sqrt{|k|}$, with no finite Lipschitz constant.

## Integer translations

Integer $R$ means that phases are attached to whole cells and not to orbital positions inside a cell. Then $e^{i(k+2\pi)R}=e^{ikR}e^{2\pi iR}=e^{ikR}$, so $H(k+2\pi)=H(k)$. The proof splits the exponent in the same way, term by term.

```lean
/-- A Bloch sum over integer translations is unchanged when `k` grows by `2π`. -/
theorem bloch_periodic {M : Type*} [AddCommMonoid M] [Module ℂ M] (S : Finset ℤ) (h : ℤ → M) :
    Function.Periodic (bloch S h) (2 * Real.pi) := by
  intro k
  refine Finset.sum_congr rfl fun R _ => ?_
  have e : (((k + 2 * Real.pi) * (R : ℝ) : ℝ) : ℂ) * I
      = ((k * (R : ℝ) : ℝ) : ℂ) * I + (R : ℂ) * (2 * (Real.pi : ℂ) * I) := by
    push_cast
    ring
  rw [e, Complex.exp_add, Complex.exp_int_mul_two_pi_mul_I, mul_one]
```

Phases attached to orbital positions give a matrix that need not be $2\pi$-periodic, but at each $k$ it is unitarily equivalent to $H(k)$, so the bands are the same and remain periodic. A single orbital with half-integer translations $R=\pm\tfrac12$ is a different case: the lattice constant is then really $\tfrac12$, and the band $2t\cos(k/2)$ changes sign when $k$ grows by $2\pi$. The Lipschitz bound does not depend on $R$ being an integer.

## Hopping back is the adjoint of hopping out

The conditions `hS` and `hh` say that every hop in `S` has its reverse in `S`, with the adjoint amplitude. This is Hermiticity of the Hamiltonian, not inversion symmetry of the crystal. By hand,

$$H(k)^\dagger=\sum_{R\in S}e^{-ikR}h_R^\dagger=\sum_{R\in S}e^{ik(-R)}h_{-R}=H(k),$$

where the last step renames $-R$ as $R$. In the proof, `key` is the equality of single terms and `Finset.sum_bij'` does the renaming.

```lean
variable [CompleteSpace E]

/-- If `S` is symmetric under inversion and `h_(-R)` is the adjoint of `h_R`, then `H(k)` is
self-adjoint for every real `k`. -/
theorem bloch_selfAdjoint (S : Finset ℤ) (hS : ∀ R ∈ S, -R ∈ S) (h : ℤ → E →L[ℂ] E)
    (hh : ∀ R ∈ S, h (-R) = star (h R)) (k : ℝ) : IsSelfAdjoint (bloch S h k) := by
  have key : ∀ R ∈ S, star (Complex.exp (((k * (R : ℝ) : ℝ) : ℂ) * I) • h R)
      = Complex.exp (((k * ((-R : ℤ) : ℝ) : ℝ) : ℂ) * I) • h (-R) := by
    intro R hR
    rw [star_smul, hh R hR, Complex.star_def, ← Complex.exp_conj, map_mul,
      Complex.conj_ofReal, Complex.conj_I]
    congr 2
    push_cast
    ring
  change star (bloch S h k) = bloch S h k
  unfold bloch
  rw [star_sum]
  -- the adjoint exchanges the terms of R and -R
  exact Finset.sum_bij' (fun R _ => -R) (fun R _ => -R) hS hS (by simp) (by simp) key
```

If the reverse hop is missing from `S`, a single orbital can have $H(k)=te^{ik}$, which for real $t\ne0$ is real only at multiples of $\pi$. If the amplitudes are not adjoint, the slope bound can fail even when a smallest real eigenvalue exists at every $k$. The matrix

$$\begin{pmatrix}0&1&0\\0&0&1\\2\sin k&0&0\end{pmatrix}$$

has the single real eigenvalue $(2\sin k)^{1/3}$, whose slope at $k=0$ is infinite.

## Finitely many orbitals, and at least one

A finite-dimensional, nonzero space stands for a finite orbital basis in each cell. A self-adjoint $A$ then has an orthonormal eigenbasis $v_j$ with real eigenvalues $e_j$. Writing $x=\sum_j c_jv_j$ and $E_0(A)=\min_j e_j$,

$$\langle x|Ax\rangle=\sum_j e_j|c_j|^2\ge E_0(A)\,\|x\|^2 .$$

The proof reaches this variational bound by another route. Mathlib supplies the fact that the infimum of the Rayleigh quotient $\langle x|Ax\rangle/\|x\|^2$ is an eigenvalue; `hb` is the bound, and `hl` applies it to eigenvectors to show that no eigenvalue is lower.

```lean
variable [FiniteDimensional ℂ E] [Nontrivial E]

/-- For a self-adjoint operator on a nonzero finite-dimensional space, `lowestEnergy` is the
smallest eigenvalue, and it bounds every expectation value from below. -/
theorem ground_state (A : E →L[ℂ] E) (hA : IsSelfAdjoint A) :
    IsLeast (energies A) (lowestEnergy A) ∧
      ∀ x : E, lowestEnergy A * ‖x‖ ^ 2 ≤ (inner ℂ x (A x)).re := by
  have hs : (A : E →ₗ[ℂ] E).IsSymmetric := hA.isSymmetric
  have hsym : ∀ x : E, inner ℂ (A x) x = inner ℂ x (A x) := fun x => hs x x
  -- the infimum of the Rayleigh quotient is an eigenvalue
  obtain ⟨v, hv⟩ := hs.hasEigenvalue_iInf_of_finiteDimensional.exists_hasEigenvector
  let f : {x : E // x ≠ 0} → ℝ := fun x => (inner ℂ (A x) (x : E)).re / ‖(x : E)‖ ^ 2
  have hm : (⨅ x, f x) ∈ energies A := ⟨v, hv.2, hv.apply_eq_smul⟩
  have hbdd : BddBelow (Set.range f) := by
    refine ⟨-‖A‖, ?_⟩
    rintro _ ⟨x, rfl⟩
    have hp : 0 < ‖(x : E)‖ ^ 2 := pow_pos (norm_pos_iff.2 x.2) 2
    change -‖A‖ ≤ (inner ℂ (A x) (x : E)).re / ‖(x : E)‖ ^ 2
    rw [le_div_iff₀ hp, hsym]
    linarith [(abs_le.1 (abs_expectation_le A (x : E))).1]
  have hb : ∀ x : E, (⨅ x, f x) * ‖x‖ ^ 2 ≤ (inner ℂ x (A x)).re := by
    intro x
    by_cases hx : x = 0
    · simp [hx]
    · have h1 : (⨅ x, f x) ≤ (inner ℂ (A x) x).re / ‖x‖ ^ 2 := ciInf_le hbdd ⟨x, hx⟩
      rwa [le_div_iff₀ (pow_pos (norm_pos_iff.2 hx) 2), hsym] at h1
  have hl : IsLeast (energies A) (⨅ x, f x) := by
    refine ⟨hm, ?_⟩
    rintro e ⟨w, hw, he⟩
    have h1 := hb w
    have h2 : (inner ℂ w w).re = ‖w‖ ^ 2 := inner_self_eq_norm_sq (𝕜 := ℂ) w
    rw [he, inner_smul_right, Complex.re_ofReal_mul, h2] at h1
    exact le_of_mul_le_mul_right h1 (pow_pos (norm_pos_iff.2 hw) 2)
  have heq : lowestEnergy A = ⨅ x, f x := hl.csInf_eq
  rw [heq]
  exact ⟨hl, hb⟩
```

In infinite dimension a bounded self-adjoint operator may have no eigenvalue at all, as with multiplication by $x$ on $L^2[0,1]$.

Now let $v$ be a normalised ground state of $B$ and use it as a trial state for $A$:

$$E_0(A)\le\langle v|Av\rangle=E_0(B)+\langle v|(A-B)v\rangle\le E_0(B)+\|A-B\|.$$

Exchanging $A$ and $B$ gives $|E_0(A)-E_0(B)|\le\|A-B\|$. In the proof, `one_side` is the displayed line for an unnormalised $v$, so both sides carry a factor $\|v\|^2$ that is cancelled at the end.

```lean
/-- The lowest energies of two self-adjoint operators on a nonzero finite-dimensional space
differ by at most the operator norm of their difference. -/
theorem lowestEnergy_perturbation (A B : E →L[ℂ] E) (hA : IsSelfAdjoint A)
    (hB : IsSelfAdjoint B) : |lowestEnergy A - lowestEnergy B| ≤ ‖A - B‖ := by
  -- the ground state of one operator is a trial state for the other
  have one_side : ∀ A B : E →L[ℂ] E, IsSelfAdjoint A → IsSelfAdjoint B →
      lowestEnergy A - lowestEnergy B ≤ ‖A - B‖ := by
    intro A B hA hB
    obtain ⟨v, hv, he⟩ := (ground_state B hB).1.1
    have h1 := (ground_state A hA).2 v
    have h2 := (abs_le.1 (abs_expectation_le (A - B) v)).2
    have h3 : (inner ℂ v v).re = ‖v‖ ^ 2 := inner_self_eq_norm_sq (𝕜 := ℂ) v
    have hsub : (A - B) v = A v - B v := rfl
    rw [hsub, inner_sub_right, Complex.sub_re, he,
      inner_smul_right, Complex.re_ofReal_mul, h3] at h2
    refine le_of_mul_le_mul_right ?_ (pow_pos (norm_pos_iff.2 hv) 2)
    rw [sub_mul]
    linarith
  refine abs_le.2 ⟨?_, one_side A B hA hB⟩
  have h := one_side B A hB hA
  rw [norm_sub_rev] at h
  linarith
```

## The function ε is the smallest eigenvalue at every k

The hypothesis `hε` defines the band: `ε k` is the least real $e$ for which $H(k)v=ev$ has a nonzero solution $v$. For Hermitian matrices with at least one row such a function always exists, and `hε` itself rules out the empty matrix, since it supplies a nonzero vector.

By hand, periodicity of $\varepsilon$ follows from that of $H$, and the two estimates combine to

$$|\varepsilon(k)-\varepsilon(q)|\le\|H(k)-H(q)\|\le L\,|k-q| .$$

The theorem states both conclusions for matrices indexed by a finite type `n` of orbitals. `Matrix.toEuclideanCLM` turns each $h_R$ into an operator on Euclidean space, so $\|h_R\|$ is the largest singular value. In the proof, `T` is the family of these operators, `hT` carries the adjoint condition over, and `key` identifies `ε k` with `lowestEnergy`, because matrix and operator have the same eigenvalues. The last lines chain the perturbation bound with the bound on $H$.

```lean
/-- Let `S` be symmetric under inversion and `h_(-R) = h_R†`. If `ε k` is the smallest eigenvalue
of the matrix `H(k)` for each real `k`, then `ε` is `2π`-periodic and Lipschitz with constant
`∑ R, |R| ‖h_R‖`, in the operator norm on Euclidean space. -/
theorem lowest_band_periodic_lipschitz {n : Type*} [Fintype n] [DecidableEq n]
    (S : Finset ℤ) (hS : ∀ R ∈ S, -R ∈ S) (h : ℤ → Matrix n n ℂ)
    (hh : ∀ R ∈ S, h (-R) = (h R).conjTranspose) (ε : ℝ → ℝ)
    (hε : ∀ k, IsLeast {e : ℝ | ∃ v : n → ℂ, v ≠ 0 ∧
      (bloch S h k).mulVec v = (e : ℂ) • v} (ε k)) :
    Function.Periodic ε (2 * Real.pi) ∧ ∀ k q, |ε k - ε q| ≤
      (∑ R ∈ S, |(R : ℝ)| * ‖Matrix.toEuclideanCLM (n := n) (𝕜 := ℂ) (h R)‖) * |k - q| := by
  let T : ℤ → EuclideanSpace ℂ n →L[ℂ] EuclideanSpace ℂ n :=
    fun R => Matrix.toEuclideanCLM (n := n) (𝕜 := ℂ) (h R)
  have hT : ∀ R ∈ S, T (-R) = star (T R) := by
    intro R hR
    change Matrix.toEuclideanCLM (n := n) (𝕜 := ℂ) (h (-R))
      = star (Matrix.toEuclideanCLM (n := n) (𝕜 := ℂ) (h R))
    rw [hh R hR, ← Matrix.star_eq_conjTranspose, map_star]
  have : Nontrivial (EuclideanSpace ℂ n) := by
    obtain ⟨v, hv, _⟩ := (hε 0).1
    exact ⟨WithLp.toLp 2 v, 0, fun h0 => hv (congrArg WithLp.ofLp h0)⟩
  -- matrix and operator have the same eigenvalues
  have key : ∀ k, ε k = lowestEnergy (bloch S T k) := by
    intro k
    have hb : bloch S T k = Matrix.toEuclideanCLM (n := n) (𝕜 := ℂ) (bloch S h k) := by
      unfold bloch
      rw [map_sum]
      exact Finset.sum_congr rfl fun R _ => (map_smul _ _ _).symm
    have hs : energies (bloch S T k) = {e : ℝ | ∃ v : n → ℂ, v ≠ 0 ∧
        (bloch S h k).mulVec v = (e : ℂ) • v} := by
      rw [hb]
      ext e
      constructor
      · rintro ⟨v, hv, he⟩
        exact ⟨v.ofLp, fun h0 => hv (congrArg (WithLp.toLp 2) h0), congrArg WithLp.ofLp he⟩
      · rintro ⟨v, hv, he⟩
        exact ⟨WithLp.toLp 2 v, fun h0 => hv (congrArg WithLp.ofLp h0),
          congrArg (WithLp.toLp 2) he⟩
    rw [lowestEnergy, hs]
    exact (hε k).csInf_eq.symm
  refine ⟨fun k => ?_, fun k q => ?_⟩
  · rw [key, key, bloch_periodic S T k]
  · rw [key, key]
    exact (lowestEnergy_perturbation _ _ (bloch_selfAdjoint S hS T hT k)
      (bloch_selfAdjoint S hS T hT q)).trans (bloch_lipschitz S T k q)
```

If $\varepsilon(k)$ were merely some eigenvalue chosen at each $k$, it could jump: for the constant matrix $H=\mathrm{diag}(0,1)$ one has $L=0$, yet a choice may switch between 0 and 1. The choice of norm matters too. If $h_{\pm1}$ is the $n\times n$ matrix of ones with $n\ge2$, the lowest band is $\min(0,2n\cos k)$, with slopes close to $2n$ in size, whereas the largest matrix entry in place of the norm would give the constant 2.

The theorem promises no derivative. Where two bands cross, the lowest one can have a kink.

## A chain with non-negative hopping reaches the bound

Take one orbital per cell and $h_{\pm1}=t$ with $t$ real. The sign is $+t$, where many textbooks write $-t$. Then

$$H(k)=te^{ik}+te^{-ik}=2t\cos k,$$

and this number is the only eigenvalue. In the proof, `hb` evaluates the sum and `hs` finds the spectrum of a multiple of the identity on `ℂ`.

```lean
/-- The one-orbital chain with real nearest-neighbour hopping `t` has the band `2 t cos k`. -/
theorem chain_band (t k : ℝ) :
    lowestEnergy (bloch {1, -1} (fun _ => (t : ℂ) • (1 : ℂ →L[ℂ] ℂ)) k)
      = 2 * t * Real.cos k := by
  have hb : bloch {1, -1} (fun _ => (t : ℂ) • (1 : ℂ →L[ℂ] ℂ)) k
      = ((2 * t * Real.cos k : ℝ) : ℂ) • (1 : ℂ →L[ℂ] ℂ) := by
    have e1 : ((k * ((1 : ℤ) : ℝ) : ℝ) : ℂ) * I = (k : ℂ) * I := by simp
    have e2 : ((k * ((-1 : ℤ) : ℝ) : ℝ) : ℂ) * I = -(k : ℂ) * I := by simp
    unfold bloch
    rw [Finset.sum_pair (by norm_num), ← add_smul, smul_smul, e1, e2]
    congr 1
    push_cast
    rw [Complex.cos]
    ring
  have hs : ∀ c : ℝ, energies ((c : ℂ) • (1 : ℂ →L[ℂ] ℂ)) = {c} := by
    intro c
    ext e
    constructor
    · rintro ⟨v, hv, he⟩
      have he' : (c : ℂ) * v = (e : ℂ) * v := he
      exact (Complex.ofReal_injective (mul_right_cancel₀ hv he')).symm
    · rintro rfl
      exact ⟨1, one_ne_zero, by simp⟩
  rw [hb, lowestEnergy, hs, csInf_singleton]
```

The slope is $-2t\sin k$, which equals $2t$ at $k=-\pi/2$. For $t\ge0$ the constant is $L=|1|\,t+|-1|\,t=2t$, the same number, so no smaller constant serves this chain. The condition `ht` enters through `hn`, where the norm $|t|$ becomes $t$. For $t<0$ the slope at $-\pi/2$ is $-2|t|$, and the value $+2|t|$ occurs at $k=+\pi/2$ instead.

```lean
/-- For the one-orbital chain with hopping `t ≥ 0`, the slope of the band at `k = -π/2` equals
the Lipschitz constant `∑ R, |R| ‖h_R‖`. -/
theorem lipschitz_constant_attained (t : ℝ) (ht : 0 ≤ t) :
    HasDerivAt (fun k => lowestEnergy (bloch {1, -1} (fun _ => (t : ℂ) • (1 : ℂ →L[ℂ] ℂ)) k))
      (∑ R ∈ ({1, -1} : Finset ℤ), |(R : ℝ)| * ‖(t : ℂ) • (1 : ℂ →L[ℂ] ℂ)‖)
      (-(Real.pi / 2)) := by
  have hn : ‖(t : ℂ) • (1 : ℂ →L[ℂ] ℂ)‖ = t := by
    rw [norm_smul, norm_one, mul_one, Complex.norm_real, Real.norm_eq_abs, abs_of_nonneg ht]
  simp only [chain_band]
  refine ((Real.hasDerivAt_cos (-(Real.pi / 2))).const_mul (2 * t)).congr_deriv ?_
  rw [Finset.sum_pair (by norm_num), hn, Real.sin_neg, Real.sin_pi_div_two]
  norm_num
  ring

end

end LowestBandLipschitz
```

```lean
#print axioms LowestBandLipschitz.lowest_band_periodic_lipschitz
-- 'LowestBandLipschitz.lowest_band_periodic_lipschitz' depends on axioms: [propext, Classical.choice, Quot.sound]
#print axioms LowestBandLipschitz.lipschitz_constant_attained
-- 'LowestBandLipschitz.lipschitz_constant_attained' depends on axioms: [propext, Classical.choice, Quot.sound]
```
